# Particle conservation in the single-band CPA: $1-\Lambda D=\operatorname{Im}z/(\operatorname{Im}z-\operatorname{Im}s)$ for $\operatorname{Im}s<0\le\operatorname{Im}z$

Once the self-energy $s$ of the coherent potential approximation (CPA) has been converged at a complex energy $z$, a two-particle quantity such as the averaged product of a retarded and an advanced Green function is obtained by summing ladder corrections. At zero momentum transfer the sum is the geometric series $D+D\Lambda D+\dots$ in a bubble $D$ and a local vertex $\Lambda$, and the step divides by $1-\Lambda D$. For a damped medium, $\operatorname{Im}s<0$, and $\operatorname{Im}z\ge0$, the CPA condition fixes this denominator exactly. In a non-interacting single-band alloy model on a finite mesh, the identity therefore tests whether a computed vertex is consistent with the computed self-energy.

## Medium, scatterers and the claim

The band has finitely many real energies $e_k$ with real weights $w_k$, and the local Green function of the medium is
$$g=\sum_k\frac{w_k}{z-s-e_k}.$$
A site carries the real level $v_i$ with probability $p_i\ge0$, $\sum_ip_i=1$, and $\langle x\rangle=\sum_ip_ix_i$ denotes the average. Embedded in the medium, the site scatters with
$$t_i=\frac{v_i-s}{1-(v_i-s)g}.$$
The CPA condition requires every denominator to be nonzero and $\langle t\rangle=0$: on average a site does not scatter out of the medium. Define
$$q=\langle|t|^2\rangle,\qquad \Lambda=\frac{q}{1+q|g|^2},\qquad D=\sum_k\frac{w_k}{|z-s-e_k|^2}.$$
The claim is that for $\operatorname{Im}z\ge0$ and $\operatorname{Im}s<0$
$$1-\Lambda D=\frac{\operatorname{Im}z}{\operatorname{Im}z-\operatorname{Im}s}.$$

## Comparing two media

Take two CPA media $(s_1,g_1)$ and $(s_2,g_2)$ for the same levels. At one site with level $v$, the definition of the t-matrix rearranges to $t_a=(v-s_a)(1+t_ag_a)$ for $a=1,2$. Multiply $s_2-s_1=(v-s_1)-(v-s_2)$ by $(1+t_1g_1)(1+t_2g_2)$:
$$(s_2-s_1)(1+t_1g_1)(1+t_2g_2)=t_1(1+t_2g_2)-t_2(1+t_1g_1)=t_1-t_2+t_1t_2(g_2-g_1).$$
On averaging, all terms linear in $t_1$ or $t_2$ vanish. With $q_{12}=\langle t_1t_2\rangle$ and an overall change of sign,
$$(s_1-s_2)(1+q_{12}g_1g_2)=q_{12}(g_1-g_2).\tag{A}$$
Now let $g_a$ be the band Green function at energy $z_a$, and put $\zeta_a=z_a-s_a$. Term by term, $\frac1{\zeta_1-e}-\frac1{\zeta_2-e}=-\frac{\zeta_1-\zeta_2}{(\zeta_1-e)(\zeta_2-e)}$ at $e=e_k$, so
$$g_1-g_2=-(\zeta_1-\zeta_2)D_{12},\qquad D_{12}=\sum_k\frac{w_k}{(\zeta_1-e_k)(\zeta_2-e_k)}.\tag{B}$$
With $\Lambda_{12}=q_{12}/(1+q_{12}g_1g_2)$, (A) and (B) give $s_1-s_2=-\Lambda_{12}D_{12}(\zeta_1-\zeta_2)$. Then $z_1-z_2=(\zeta_1-\zeta_2)+(s_1-s_2)=(\zeta_1-\zeta_2)(1-\Lambda_{12}D_{12})$, that is
$$1-\Lambda_{12}D_{12}=\frac{z_1-z_2}{\zeta_1-\zeta_2}.\tag{C}$$

## The retarded-advanced pair and its ladder

Since $v_i,p_i,e_k,w_k$ are real, conjugation turns the medium $(s,g)$ at $z$ into the CPA medium $(\bar s,\bar g)$ at $\bar z$, with t-matrices $\bar t_i$. Taking these as media 1 and 2 gives $q_{12}=q$, $g_1g_2=|g|^2$, $D_{12}=D$, $z_1-z_2=2i\operatorname{Im}z$ and $\zeta_1-\zeta_2=2i(\operatorname{Im}z-\operatorname{Im}s)$. All denominators are safe, because $\operatorname{Im}z-\operatorname{Im}s>0$ and $1+q|g|^2\ge1$. Cancelling $2i$ in (C) yields the claim.

Hence $\Lambda D=1$ exactly when $\operatorname{Im}z=0$. For $\operatorname{Im}z>0$ the right side lies in $(0,1)$, so $0<\Lambda D<1$. Taking the imaginary part of each term of $g$ gives $\operatorname{Im}g=-(\operatorname{Im}z-\operatorname{Im}s)D$, and therefore
$$\sum_{n\ge0}D(\Lambda D)^n=\frac{D}{1-\Lambda D}=\frac{-\operatorname{Im}g}{\operatorname{Im}z}.$$
The name comes from this form. For a Hermitian matrix $H$ and $G=(z-H)^{-1}$, the identity $G-G^\dagger=-(z-\bar z)GG^\dagger$ gives $\sum_n|G_{mn}|^2=-\operatorname{Im}G_{mm}/\operatorname{Im}z$ for sites $m,n$ and $\operatorname{Im}z\neq0$. This rests on the Hermiticity of $H$, which also conserves the norm in time evolution. The ladder sum has the same shape with $g$ in place of $G_{mm}$.

Equation (A) alone, applied to the conjugate pair, reads $2i\operatorname{Im}s\,(1+q|g|^2)=2i\,q\operatorname{Im}g$. This is the neighbouring relation $\operatorname{Im}s=\Lambda\operatorname{Im}g$, of optical-theorem type, which uses no band at all.

## A two-level alloy on a two-point band

Let $e=\pm1$ with weights $\tfrac12$, $v=\pm\tfrac45$ with probabilities $\tfrac12$, $z=3i/5$ and $s=-2i/5$. Then $z-s=i$ and $g=\tfrac12\left(\frac1{i-1}+\frac1{i+1}\right)=-\frac i2$. At the upper level $v-s=\tfrac45+\tfrac25i$ and $(v-s)g=\tfrac15-\tfrac25i$, so the denominator is $\tfrac45+\tfrac25i$ and $t=1$. At the lower level $t=(-\tfrac45+\tfrac25i)/(\tfrac45-\tfrac25i)=-1$, and the mean vanishes. Thus $q=1$, $\Lambda=1/(1+\tfrac14)=\tfrac45$ and $D=\tfrac12$, so $1-\Lambda D=\tfrac35$, equal to $\tfrac35/(\tfrac35+\tfrac25)$. The ladder sums to $\tfrac12/\tfrac35=\tfrac56$, and $\Lambda\operatorname{Im}g=-\tfrac25=\operatorname{Im}s$. These values of $q$, $\Lambda$ and $D$, the optical-theorem relation and the comparison with $GG^\dagger$ are worked out in the prose only and are not among the Lean theorems below.

## The model in Lean

```lean
import Mathlib

open Finset ComplexConjugate

namespace CPAConservation

noncomputable section

variable {ι κ : Type*} [Fintype ι] [Fintype κ]
```

The finite type `ι` labels the levels (index $i$) and `κ` the band points (index $k$).

```lean
/-- Local Green function `g = ∑ w_k / (z - s - e_k)` of the medium with self-energy `s`. -/
def green (w e : κ → ℝ) (z s : ℂ) : ℂ := ∑ k, (w k : ℂ) / (z - s - e k)

/-- Single-site t-matrix of a level `v` embedded in the medium `(s, g)`. -/
def tMatrix (v : ℝ) (s g : ℂ) : ℂ := (v - s) / (1 - (v - s) * g)

/-- CPA condition: every t-matrix is well defined and their weighted mean vanishes. -/
structure IsCPA (p v : ι → ℝ) (s g : ℂ) : Prop where
  regular : ∀ i, 1 - ((v i : ℂ) - s) * g ≠ 0
  zero_mean : ∑ i, (p i : ℂ) * tMatrix (v i) s g = 0
```

`green` is $g$ with the convention $1/(z-s-e_k)$, retarded for $\operatorname{Im}(z-s)>0$. The types make `w`, `e`, `p` and `v` real, while `z`, `s` and `g` are complex numbers. In `tMatrix` and `IsCPA` the argument `g` is free; it is tied to the band only when a theorem substitutes `green w e z s`. Lean sets division by zero to zero, so without the field `regular` a pole of $t$ would enter `zero_mean` as a site that does not scatter.

```lean
/-- Mean `⟨t₁ t₂⟩` of the product of the t-matrices in two media. -/
def pairMean (p v : ι → ℝ) (s₁ g₁ s₂ g₂ : ℂ) : ℂ :=
  ∑ i, (p i : ℂ) * (tMatrix (v i) s₁ g₁ * tMatrix (v i) s₂ g₂)

/-- Two-energy bubble `∑ w_k / ((z₁ - s₁ - e_k) (z₂ - s₂ - e_k))`. -/
def pairBubble (w e : κ → ℝ) (z₁ s₁ z₂ s₂ : ℂ) : ℂ :=
  ∑ k, (w k : ℂ) / ((z₁ - s₁ - e k) * (z₂ - s₂ - e k))

/-- Mean scattering strength `q = ⟨|t|²⟩`. -/
def scatter (p v : ι → ℝ) (s g : ℂ) : ℝ := ∑ i, p i * ‖tMatrix (v i) s g‖ ^ 2

/-- Retarded-advanced vertex `Λ = q / (1 + q |g|²)`. -/
def vertex (p v : ι → ℝ) (s g : ℂ) : ℝ :=
  scatter p v s g / (1 + scatter p v s g * ‖g‖ ^ 2)

/-- Retarded-advanced bubble `D = ∑ w_k / |z - s - e_k|²`. -/
def bubble (w e : κ → ℝ) (z s : ℂ) : ℝ := ∑ k, w k / ‖z - s - e k‖ ^ 2
```

`pairMean` and `pairBubble` are the complex $q_{12}$ and $D_{12}$; `scatter`, `vertex` and `bubble` are the real $q$, $\Lambda$ and $D$. The form of $\Lambda$ is a definition: its origin in averaging two resolvents over random alloy configurations is not part of the development. The model is one band with a scalar, $k$-independent self-energy and disorder in the site levels only.

## Self-energy difference, resolvent identity and their combination

```lean
/-- Two CPA media for the same levels, with weights summing to one, satisfy `(s₁ - s₂) (1 + ⟨t₁ t₂⟩
g₁ g₂) = ⟨t₁ t₂⟩ (g₁ - g₂)`. -/
theorem selfEnergy_sub {p v : ι → ℝ} {s₁ g₁ s₂ g₂ : ℂ} (hp : ∑ i, p i = 1)
    (h₁ : IsCPA p v s₁ g₁) (h₂ : IsCPA p v s₂ g₂) :
    (s₁ - s₂) * (1 + pairMean p v s₁ g₁ s₂ g₂ * (g₁ * g₂))
      = pairMean p v s₁ g₁ s₂ g₂ * (g₁ - g₂) := by
  have hp' : ∑ i, (p i : ℂ) = 1 := by exact_mod_cast hp
  -- site by site: (s₂ - s₁)(1 + t₁g₁)(1 + t₂g₂) = t₁ - t₂ + t₁t₂(g₂ - g₁)
  have hs : ∑ i, ((s₂ - s₁) * (p i : ℂ)
      + ((s₂ - s₁) * g₁ - 1) * ((p i : ℂ) * tMatrix (v i) s₁ g₁)
      + ((s₂ - s₁) * g₂ + 1) * ((p i : ℂ) * tMatrix (v i) s₂ g₂)
      + ((s₂ - s₁) * (g₁ * g₂) - (g₂ - g₁))
        * ((p i : ℂ) * (tMatrix (v i) s₁ g₁ * tMatrix (v i) s₂ g₂))) = 0 := by
    refine sum_eq_zero fun i _ => ?_
    have e₁ : tMatrix (v i) s₁ g₁ * (1 - ((v i : ℂ) - s₁) * g₁) = v i - s₁ :=
      div_mul_cancel₀ _ (h₁.regular i)
    have e₂ : tMatrix (v i) s₂ g₂ * (1 - ((v i : ℂ) - s₂) * g₂) = v i - s₂ :=
      div_mul_cancel₀ _ (h₂.regular i)
    linear_combination (-(p i : ℂ) * (1 + tMatrix (v i) s₂ g₂ * g₂)) * e₁
      + ((p i : ℂ) * (1 + tMatrix (v i) s₁ g₁ * g₁)) * e₂
  -- on averaging, the terms linear in t drop out
  simp only [sum_add_distrib, ← mul_sum] at hs
  rw [hp', h₁.zero_mean, h₂.zero_mean] at hs
  unfold pairMean
  linear_combination -hs
```

This is (A). Besides the CPA condition for each medium (`h₁`, `h₂`) it assumes only `hp`, the normalisation of $p$. The statement `hs` collects the site identity, weighted by $p_i$ and sorted by powers of the t-matrices. At each site `e₁` and `e₂` are the relations $t_a(1-(v-s_a)g_a)=v-s_a$, and `linear_combination` multiplies them by $-p_i(1+t_2g_2)$ and $p_i(1+t_1g_1)$, the factors used above. Rewriting with the two `zero_mean` fields performs the average.

```lean
/-- Resolvent identity, when no band denominator vanishes: `g₁ - g₂` is minus the difference of `z -
s` times the two-energy bubble. -/
theorem green_sub {w e : κ → ℝ} {z₁ s₁ z₂ s₂ : ℂ}
    (h₁ : ∀ k, z₁ - s₁ - e k ≠ 0) (h₂ : ∀ k, z₂ - s₂ - e k ≠ 0) :
    green w e z₁ s₁ - green w e z₂ s₂
      = -((z₁ - s₁) - (z₂ - s₂)) * pairBubble w e z₁ s₁ z₂ s₂ := by
  unfold green pairBubble
  rw [← sum_sub_distrib, mul_sum]
  refine sum_congr rfl fun k _ => ?_
  rw [div_sub_div _ _ (h₁ k) (h₂ k), ← mul_div_assoc]
  congr 1
  ring
```

This is (B), proved term by term by putting the two fractions over a common denominator.

```lean
/-- For CPA media at two complex energies, with weights summing to one and all denominators nonzero,
one minus the two-energy vertex times the two-energy bubble equals `(z₁ - z₂) / ((z₁ - s₁) - (z₂ -
s₂))`. -/
theorem conservation_two_energies {p v : ι → ℝ} {w e : κ → ℝ} {z₁ s₁ z₂ s₂ : ℂ}
    (hp : ∑ i, p i = 1) (d₁ : ∀ k, z₁ - s₁ - e k ≠ 0) (d₂ : ∀ k, z₂ - s₂ - e k ≠ 0)
    (h₁ : IsCPA p v s₁ (green w e z₁ s₁)) (h₂ : IsCPA p v s₂ (green w e z₂ s₂))
    (hN : 1 + pairMean p v s₁ (green w e z₁ s₁) s₂ (green w e z₂ s₂)
      * (green w e z₁ s₁ * green w e z₂ s₂) ≠ 0)
    (hη : (z₁ - s₁) - (z₂ - s₂) ≠ 0) :
    1 - pairMean p v s₁ (green w e z₁ s₁) s₂ (green w e z₂ s₂)
        / (1 + pairMean p v s₁ (green w e z₁ s₁) s₂ (green w e z₂ s₂)
          * (green w e z₁ s₁ * green w e z₂ s₂)) * pairBubble w e z₁ s₁ z₂ s₂
      = (z₁ - z₂) / ((z₁ - s₁) - (z₂ - s₂)) := by
  have hW := selfEnergy_sub hp h₁ h₂
  have hG := green_sub (w := w) d₁ d₂
  have hL := div_mul_cancel₀ (pairMean p v s₁ (green w e z₁ s₁) s₂ (green w e z₂ s₂)) hN
  rw [eq_div_iff hη]
  apply mul_right_cancel₀ hN
  linear_combination (-((z₁ - s₁) - (z₂ - s₂)) * pairBubble w e z₁ s₁ z₂ s₂) * hL
    - pairMean p v s₁ (green w e z₁ s₁) s₂ (green w e z₂ s₂) * hG - hW
```

This is (C) at arbitrary complex energies. Its hypotheses list the denominators: `d₁` and `d₂` for the band terms, `hN` for the vertex and `hη` for $\zeta_1-\zeta_2$. The proof clears $\zeta_1-\zeta_2$, multiplies by $1+q_{12}g_1g_2$, and combines (A) as `hW`, (B) as `hG`, and $\Lambda_{12}(1+q_{12}g_1g_2)=q_{12}$ as `hL`.

## Conjugation and the conservation identity

```lean
/-- The complex conjugate of a CPA medium for real levels is again a CPA medium. -/
theorem isCPA_advanced {p v : ι → ℝ} {s g : ℂ} (h : IsCPA p v s g) :
    IsCPA p v (conj s) (conj g) := by
  constructor
  · intro i hi
    apply h.regular i
    simpa using congrArg (starRingEnd ℂ) hi
  · simpa [tMatrix, map_sum] using congrArg (starRingEnd ℂ) h.zero_mean
```

Both fields of `IsCPA` are conjugated, and the real levels and probabilities stay fixed.

```lean
/-- Particle conservation in CPA: for `Im z ≥ 0` and `Im s < 0`,
`1 - Λ D = Im z / (Im z - Im s)`. -/
theorem particle_conservation {p v : ι → ℝ} {w e : κ → ℝ} {z s : ℂ}
    (hp0 : ∀ i, 0 ≤ p i) (hp : ∑ i, p i = 1) (hz : 0 ≤ z.im) (hs : s.im < 0)
    (h : IsCPA p v s (green w e z s)) :
    1 - vertex p v s (green w e z s) * bubble w e z s = z.im / (z.im - s.im) := by
  have hmc : ∀ x : ℂ, x * conj x = ((‖x‖ ^ 2 : ℝ) : ℂ) := fun x => by
    rw [Complex.mul_conj, Complex.normSq_eq_norm_sq]
  -- the advanced medium is the conjugate of the retarded one
  have hg : green w e (conj z) (conj s) = conj (green w e z s) := by simp [green, map_sum]
  have ht : ∀ (x : ℝ) (g : ℂ), tMatrix x (conj s) (conj g) = conj (tMatrix x s g) := by
    intro x g
    simp [tMatrix]
  have hq : pairMean p v s (green w e z s) (conj s) (conj (green w e z s))
      = (scatter p v s (green w e z s) : ℂ) := by
    unfold pairMean scatter
    rw [Complex.ofReal_sum]
    refine sum_congr rfl fun i _ => ?_
    rw [ht, hmc, Complex.ofReal_mul]
  have hD : pairBubble w e z s (conj z) (conj s) = (bubble w e z s : ℂ) := by
    unfold pairBubble bubble
    rw [Complex.ofReal_sum]
    refine sum_congr rfl fun k _ => ?_
    have hc : conj z - conj s - (e k : ℂ) = conj (z - s - e k) := by simp
    rw [hc, hmc, Complex.ofReal_div]
  have hη : (z - s) - (conj z - conj s) = ((z.im - s.im : ℝ) : ℂ) * (2 * Complex.I) := by
    apply Complex.ext <;> simp
    ring
  have hzz : z - conj z = (z.im : ℂ) * (2 * Complex.I) := by
    apply Complex.ext <;> simp
    ring
  have h2I : (2 * Complex.I : ℂ) ≠ 0 := mul_ne_zero two_ne_zero Complex.I_ne_zero
  have hpos : 0 < z.im - s.im := by linarith
  have hq0 : 0 ≤ scatter p v s (green w e z s) :=
    sum_nonneg fun i _ => mul_nonneg (hp0 i) (sq_nonneg _)
  have hN : 0 < 1 + scatter p v s (green w e z s) * ‖green w e z s‖ ^ 2 := by positivity
  have d₁ : ∀ k, z - s - (e k : ℂ) ≠ 0 := fun k hk => by
    have := congrArg Complex.im hk
    simp at this
    linarith
  have d₂ : ∀ k, conj z - conj s - (e k : ℂ) ≠ 0 := fun k hk => by
    have := congrArg Complex.im hk
    simp at this
    linarith
  have key := conservation_two_energies hp d₁ d₂ h
    (by rw [hg]; exact isCPA_advanced h)
    (by rw [hg, hq, hmc]; exact_mod_cast hN.ne')
    (by rw [hη]; exact mul_ne_zero (by exact_mod_cast hpos.ne') h2I)
  rw [hg, hq, hmc, hD, hη, hzz, mul_div_mul_right _ _ h2I] at key
  unfold vertex
  exact_mod_cast key
```

In words: for probabilities $p_i$ (`hp0`, `hp`), $\operatorname{Im}z\ge0$ (`hz`), $\operatorname{Im}s<0$ (`hs`) and the CPA condition with the band's own $g$ (`h`), the claim holds as an equation of real numbers. The weights `w` carry no hypothesis, so probability weights are a special case. On the real axis the condition `hs` stands for a finite lifetime of the band states in the medium. It is assumed and not derived, as is the existence of a CPA solution at the given $z$. It leaves out a single level, where $\langle t\rangle=0$ would make $s$ real. It also leaves out real energies in a gap, where $\operatorname{Im}g=0$ and hence $\operatorname{Im}s=\Lambda\operatorname{Im}g=0$; there $\Lambda D$ need not equal one.

The proof follows the substitution list. `hg` and `ht` give $\bar g$ and $\bar t$; `hq` and `hD` identify $q_{12}=q$ and $D_{12}=D$ through $x\bar x=|x|^2$ (`hmc`); `hη` and `hzz` extract the factors $2i$. Non-negativity of $p$ is used once, for $q\ge0$ and hence `hN`. The imaginary part of $z-s-e_k$ settles `d₁` and `d₂`. Then `key` is (C) for this pair, and `mul_div_mul_right` cancels $2i$.

## The pole on the real axis and the summed ladder

```lean
/-- For a CPA medium with probability weights, `Im z ≥ 0` and `Im s < 0`, the product `Λ D` equals
one exactly when `Im z = 0`. -/
theorem ladder_pole_iff {p v : ι → ℝ} {w e : κ → ℝ} {z s : ℂ}
    (hp0 : ∀ i, 0 ≤ p i) (hp : ∑ i, p i = 1) (hz : 0 ≤ z.im) (hs : s.im < 0)
    (h : IsCPA p v s (green w e z s)) :
    vertex p v s (green w e z s) * bubble w e z s = 1 ↔ z.im = 0 := by
  have key := particle_conservation hp0 hp hz hs h
  have hpos : 0 < z.im - s.im := by linarith
  constructor
  · intro h1
    have h0 : z.im / (z.im - s.im) = 0 := by linarith
    exact (div_eq_zero_iff.mp h0).resolve_right hpos.ne'
  · intro h0
    rw [h0, zero_div] at key
    linarith
```

Under the same hypotheses, $\Lambda D=1$ if and only if $\operatorname{Im}z=0$, since a quotient with positive denominator vanishes exactly when its numerator does. A diffusion pole involves the dependence on momentum transfer as well; the theorem concerns zero transfer and yields no diffusion constant.

```lean
/-- For a CPA medium with probability weights, `Im z > 0` and `Im s < 0`, the ladder series `∑ D (Λ
D)ⁿ` converges to `-Im g / Im z`. -/
theorem ladder_hasSum {p v : ι → ℝ} {w e : κ → ℝ} {z s : ℂ}
    (hp0 : ∀ i, 0 ≤ p i) (hp : ∑ i, p i = 1) (hz : 0 < z.im) (hs : s.im < 0)
    (h : IsCPA p v s (green w e z s)) :
    HasSum (fun n : ℕ => bubble w e z s * (vertex p v s (green w e z s) * bubble w e z s) ^ n)
      (-(green w e z s).im / z.im) := by
  have key := particle_conservation hp0 hp hz.le hs h
  have hpos : 0 < z.im - s.im := by linarith
  have hle : z.im / (z.im - s.im) ≤ 1 := (div_le_one hpos).mpr (by linarith)
  have hgt : 0 < z.im / (z.im - s.im) := div_pos hz hpos
  have hIm : (green w e z s).im = -(z.im - s.im) * bubble w e z s := by
    unfold green bubble
    rw [Complex.im_sum, mul_sum]
    refine sum_congr rfl fun k _ => ?_
    rw [Complex.div_im, ← Complex.normSq_eq_norm_sq]
    simp only [Complex.ofReal_re, Complex.ofReal_im, Complex.sub_im]
    ring
  have heq : -(green w e z s).im / z.im
      = bubble w e z s * (1 - vertex p v s (green w e z s) * bubble w e z s)⁻¹ := by
    rw [key, hIm, inv_div]
    ring
  rw [heq]
  exact (hasSum_geometric_of_lt_one (by linarith) (by linarith)).mul_left _
```

`HasSum` states that the series, with $n$ starting at $0$, converges to $-\operatorname{Im}g/\operatorname{Im}z$; here `hz` is strict. The bounds `hgt` and `hle` place $\Lambda D$ in $[0,1)$, `hIm` is $\operatorname{Im}g=-(\operatorname{Im}z-\operatorname{Im}s)D$, `heq` rewrites the target as $D(1-\Lambda D)^{-1}$, and `hasSum_geometric_of_lt_one` supplies the geometric series.

## Explicit CPA media

```lean
/-- Two equal weights of one half. -/
def half : Fin 2 → ℝ := ![1 / 2, 1 / 2]

/-- The pair of energies `+V` and `-V`. -/
def pm (V : ℝ) : Fin 2 → ℝ := ![V, -V]
```

`half` serves both as $p$ and as $w$, and `pm V` puts $+V$ at index $0$ and $-V$ at index $1$.

```lean
/-- Band `±1` and levels `±1` at `z = 0` with `s = -i` meet the CPA condition, with t-matrix
`2` at the upper level. -/
theorem realAxis_witness :
    IsCPA half (pm 1) (-Complex.I) (green half (pm 1) 0 (-Complex.I)) ∧
      tMatrix 1 (-Complex.I) (green half (pm 1) 0 (-Complex.I)) = 2 := by
  have hg : green half (pm 1) 0 (-Complex.I) = -Complex.I / 2 := by
    apply Complex.ext <;> norm_num [green, half, pm, Fin.sum_univ_two, Complex.div_re,
      Complex.div_im, Complex.normSq_apply]
  rw [hg]
  refine ⟨⟨fun i => ?_, ?_⟩, ?_⟩
  · fin_cases i <;> norm_num [pm, Complex.ext_iff]
  all_goals
    apply Complex.ext <;> norm_num [tMatrix, half, pm, Fin.sum_univ_two, Complex.div_re,
      Complex.div_im, Complex.normSq_apply]
```

On the real axis, with levels $\pm1$, $z=0$ and $s=-i$, again $z-s=i$ and $g=-i/2$. The theorem states the CPA condition and $t=(1+i)/(\tfrac12+\tfrac12i)=2$ at the upper level. Since `hz` and `hs` hold here, `ladder_pole_iff` applies, in agreement with $q=4$, $\Lambda=2$, $D=\tfrac12$.

```lean
/-- Band `±1` and levels `±4/5` at `z = 3i/5` with `s = -2i/5` meet the CPA condition, with
t-matrix `1` at the upper level. -/
theorem upperHalfPlane_witness :
    IsCPA half (pm (4 / 5)) (-2 * Complex.I / 5)
        (green half (pm 1) (3 * Complex.I / 5) (-2 * Complex.I / 5)) ∧
      tMatrix (4 / 5) (-2 * Complex.I / 5)
        (green half (pm 1) (3 * Complex.I / 5) (-2 * Complex.I / 5)) = 1 := by
  have hg : green half (pm 1) (3 * Complex.I / 5) (-2 * Complex.I / 5) = -Complex.I / 2 := by
    apply Complex.ext <;> norm_num [green, half, pm, Fin.sum_univ_two, Complex.div_re,
      Complex.div_im, Complex.normSq_apply]
  rw [hg]
  refine ⟨⟨fun i => ?_, ?_⟩, ?_⟩
  · fin_cases i <;> norm_num [pm, Complex.ext_iff]
  all_goals
    apply Complex.ext <;> norm_num [tMatrix, half, pm, Fin.sum_univ_two, Complex.div_re,
      Complex.div_im, Complex.normSq_apply]

end

end CPAConservation
```

This is the alloy worked above: the CPA condition and $t=1$ at the upper level, at an energy where `ladder_hasSum` applies. Both proofs first evaluate $g$ (`hg`) and then compare real and imaginary parts numerically.

```lean
#print axioms CPAConservation.particle_conservation
#print axioms CPAConservation.ladder_pole_iff
#print axioms CPAConservation.ladder_hasSum
```

```
'CPAConservation.particle_conservation' depends on axioms: [propext, Classical.choice, Quot.sound]
'CPAConservation.ladder_pole_iff' depends on axioms: [propext, Classical.choice, Quot.sound]
'CPAConservation.ladder_hasSum' depends on axioms: [propext, Classical.choice, Quot.sound]
```
